# McWeeny purification gives an exact idempotent after $k$ steps when $(P^2-P)^{2^k}=0$

Take the $2\times2$ matrix $P = 1+N$ with $N=\begin{pmatrix}0&1\\0&0\end{pmatrix}$, so that $N^2=0$. It fails to be idempotent by $P^2-P=N$. One application of $f(X)=3X^2-2X^3$ gives
$$f(P)=3(1+2N)-2(1+3N)=1 ,$$
and the error is gone exactly, because $f$ removes the term linear in the error and the square of the error is zero. In general, $k$ steps suffice whenever $(P^2-P)^{2^k}=0$.

In an orthonormal spin-orbital basis the one-particle density matrix of a single-determinant state is idempotent, and McWeeny's map $f$ pushes a trial matrix that is close to idempotent further towards idempotency. For Hermitian matrices this is a matter of convergence. The result here is algebraic and concerns termination under a nilpotent error. A nilpotent Hermitian matrix is zero, so for Hermitian $P$ the hypothesis means that $P$ is already idempotent. It has content for non-diagonalisable matrices and for truncated perturbation series: if $P=P_0+\lambda P_1+\dots$ in a coupling $\lambda$, with $P_0^2=P_0$ and all terms of order $\lambda^{2^k}$ and higher discarded, in products as well, the error is a multiple of $\lambda$ and its $2^k$-th power vanishes. A non-diagonalisable matrix, such as the one above, is not Hermitian and so is not an admissible density matrix. The general theorems speak of an abstract ring; one non-diagonalisable matrix is checked at the end, and the perturbation reading is argued in words only.

## The map and the error in an arbitrary ring

`R` is a ring with unit, not necessarily commutative, such as a ring of square matrices. It carries no adjoint, norm or trace, so hermiticity, convergence rates and electron number are not addressed.

In Lean 4 with Mathlib:

```lean
import Mathlib

open Polynomial

namespace NilpotentPurification

variable {R : Type*} [Ring R]
```

`mcweeny` is $f$, with $3$ meaning $1+1+1$ in $R$. The $k$-fold iterate $f^k(P)$ is `mcweeny^[k] P`, and $f^0(P)=P$.

```lean
/-- The McWeeny purification step `X ↦ 3X² - 2X³`. -/
def mcweeny (X : R) : R := 3 * X ^ 2 - 2 * X ^ 3
```

`defect` is the error $D(X)=X^2-X$, with the occupations normalised to $0$ and $1$ and no overlap matrix. Below, $D$ alone means $D(P)$.

```lean
/-- The idempotency error `X² - X` of a trial density matrix `X`. -/
def defect (X : R) : R := X ^ 2 - X
```

## One step squares the error

Polynomials in $P$ commute with each other, so they factor as for numbers. With $Y=f(P)$,
$$Y=P^2(3-2P),\qquad Y-1=-(P-1)^2(2P+1),$$
$$Y^2-Y=P^2(P-1)^2(2P-3)(2P+1)=D^2(4P^2-4P-3)=D^2(4D-3).$$
Since $D^2$ commutes with $4D-3$, for every natural number $m$
$$D(f(P))^m=D^{2m}(4D-3)^m .$$
In the proof `noncomm_ring` expands both sides of the factorisation `h` and of the commutation `hc`, and `hc.mul_pow` distributes the power.

```lean
/-- One purification step sends the idempotency error `D` to `D² (4D - 3)`;
stated for every power `m` of the new error. -/
theorem defect_mcweeny_pow (P : R) (m : ℕ) :
    defect (mcweeny P) ^ m = defect P ^ (2 * m) * (4 * defect P - 3) ^ m := by
  have h : defect (mcweeny P) = defect P ^ 2 * (4 * defect P - 3) := by
    unfold defect mcweeny
    noncomm_ring
  have hc : Commute (defect P ^ 2) (4 * defect P - 3) := by
    show defect P ^ 2 * (4 * defect P - 3) = (4 * defect P - 3) * defect P ^ 2
    noncomm_ring
  rw [h, hc.mul_pow, pow_mul]
```

## After $k$ steps the exponent is divided by $2^k$

Claim: $D^{2^k m}=0$ implies $D(f^k(P))^m=0$. For $k=0$ the two statements coincide. For $k+1$, write $f^{k+1}(P)=f^k(f(P))$ and apply the claim for $k$ to the starting point $f(P)$. This needs
$$D(f(P))^{2^k m}=D^{2^{k+1}m}(4D-3)^{2^k m}=0,$$
which holds by hypothesis. The change of starting point is the reason for `generalizing P`.

```lean
/-- If the `2^k m`-th power of the initial error vanishes, then the `m`-th power of the
error after `k` steps vanishes. -/
theorem defect_iterate_pow_eq_zero (k m : ℕ) (P : R) (h : defect P ^ (2 ^ k * m) = 0) :
    defect (mcweeny^[k] P) ^ m = 0 := by
  induction k generalizing P with
  | zero => simpa using h
  | succ k ih =>
    rw [Function.iterate_succ_apply]
    apply ih
    have e : 2 * (2 ^ k * m) = 2 ^ (k + 1) * m := by ring
    rw [defect_mcweeny_pow, e, h, zero_mul]
```

## The correction is $D$ times a polynomial in $P$

This step needs no hypothesis on $P$. Let $t$ be an indeterminate (`X` in `ℤ[X]`), $d=t^2-t$, and suppose $Y=f^n(t)=t+d\,q_n$ with $q_n$ an integer polynomial, $q_0=0$. Expanding gives
$$f(Y)=Y+(Y^2-Y)(1-2Y),\qquad Y^2-Y=d\,\bigl[1+(2t-1)q_n+d\,q_n^2\bigr],$$
so $f^{n+1}(t)=t+d\,q_{n+1}$ with
$$q_{n+1}=q_n+\bigl[1+(2t-1)q_n+d\,q_n^2\bigr](1-2Y).$$
This is `h1`, closed by `ring` because integer polynomials commute. The substitution $t\to P$, written `aeval P`, respects sums and products and therefore carries $f^n(t)$ to $f^n(P)$, which is `h2`. The result is $f^k(P)-P=D\,q_k(P)$.

```lean
/-- Every iterate differs from `P` by the error `P² - P` times an integer polynomial
in `P`. -/
theorem iterate_sub_eq (k : ℕ) (P : R) :
    ∃ q : ℤ[X], mcweeny^[k] P - P = defect P * aeval P q := by
  -- the identity is first proved in the commutative ring of integer polynomials
  have h1 : ∀ n : ℕ, ∃ q : ℤ[X], mcweeny^[n] (X : ℤ[X]) = X + (X ^ 2 - X) * q := by
    intro n
    induction n with
    | zero => exact ⟨0, by simp⟩
    | succ n ih =>
      obtain ⟨q, hq⟩ := ih
      refine ⟨q + (1 + (2 * X - 1) * q + (X ^ 2 - X) * q ^ 2) *
        (1 - 2 * (X + (X ^ 2 - X) * q)), ?_⟩
      rw [Function.iterate_succ_apply', hq]
      unfold mcweeny
      ring
  -- evaluation at `P` intertwines the two iterations
  have h2 : ∀ n : ℕ, aeval P (mcweeny^[n] (X : ℤ[X])) = mcweeny^[n] P := by
    intro n
    induction n with
    | zero => simp
    | succ n ih =>
      rw [Function.iterate_succ_apply', Function.iterate_succ_apply', ← ih]
      simp only [mcweeny, map_sub, map_mul, map_pow, map_ofNat]
  obtain ⟨q, hq⟩ := h1 k
  refine ⟨q, ?_⟩
  rw [← h2 k, hq]
  simp only [defect, map_add, map_sub, map_mul, map_pow, aeval_X]
  abel
```

An element $F$ that commutes with $P$ commutes with each term $aP^n$, $a$ an integer, and hence with any $q(P)$. The two cases of the induction are the sum and the monomial.

```lean
/-- Whatever commutes with `P` commutes with every integer polynomial in `P`. -/
theorem commute_aeval {F P : R} (h : Commute F P) (q : ℤ[X]) : Commute F (aeval P q) := by
  induction q using Polynomial.induction_on' with
  | add p q hp hq =>
    rw [map_add]
    exact hp.add_right hq
  | monomial n a =>
    rw [aeval_monomial]
    have ha : Commute F (algebraMap ℤ R a) := (Algebra.commutes a F).symm
    exact ha.mul_right (h.pow_right n)
```

## Exact idempotency

Assume $D^{2^k}=0$ and set $E=f^k(P)$. The theorem has four conclusions: $E^2=E$ (`IsIdempotentElem`), $PE=EP$ (`Commute`), $E-P=D\,q(P)$ for some integer polynomial $q$, and $f^{n+k}(P)=E$ for all $n$. At $k=0$ the hypothesis reads $D=0$ and $E=P$.

The case $m=1$ of the exponent claim gives $D(E)=0$, named `h0`, which is idempotency. Commutation follows from $E=D\,q(P)+P$, each part commuting with $P$. Finally $f(E)=E+D(E)(1-2E)=E$ by the identity `hs`, so $E$ is a fixed point.

```lean
/-- If `(P² - P)^(2^k) = 0`, the `k`-th McWeeny iterate is idempotent, commutes with `P`,
differs from `P` by `P² - P` times a polynomial in `P`, and is unchanged by further steps. -/
theorem exact_purification (k : ℕ) (P : R) (h : defect P ^ (2 ^ k) = 0) :
    IsIdempotentElem (mcweeny^[k] P) ∧ Commute P (mcweeny^[k] P) ∧
      (∃ q : ℤ[X], mcweeny^[k] P - P = defect P * aeval P q) ∧
      ∀ n : ℕ, mcweeny^[n + k] P = mcweeny^[k] P := by
  have h0 : defect (mcweeny^[k] P) = 0 := by
    have := defect_iterate_pow_eq_zero k 1 P (by rwa [mul_one])
    rwa [pow_one] at this
  refine ⟨?_, ?_, iterate_sub_eq k P, ?_⟩
  · unfold defect at h0
    rw [sub_eq_zero, pow_two] at h0
    exact h0
  · obtain ⟨q, hq⟩ := iterate_sub_eq k P
    rw [sub_eq_iff_eq_add] at hq
    rw [hq]
    have hD : Commute P (defect P) :=
      ((Commute.refl P).pow_right 2).sub_right (Commute.refl P)
    exact (hD.mul_right (commute_aeval (Commute.refl P) q)).add_right (Commute.refl P)
  · -- a step moves `X` by `(X² - X)(1 - 2X)`, so zero error means a fixed point
    have hs : ∀ Y : R, mcweeny Y = Y + defect Y * (1 - 2 * Y) := by
      intro Y
      unfold mcweeny defect
      noncomm_ring
    intro n
    rw [Function.iterate_add_apply]
    apply Function.iterate_fixed
    rw [hs, h0, zero_mul, add_zero]
```

## The step count is sharp when $3$ is invertible

Let $3$ have an inverse in $R$, as for real, complex or rational matrices, and let $D$ be nilpotent. Then $f^k(P)$ is idempotent if and only if $D^{2^k}=0$. One direction is the theorem above. For the other, $4D-3=-3\,(1-\tfrac43D)$ is invertible, because the geometric series in $\tfrac43D$ terminates; this is `hu`. Argue by induction, again moving the starting point. At $k=0$, idempotency of $P$ is $D=0$. The error of $f(P)$ is nilpotent because $D$ is (`hnil`), so if $f^k(f(P))$ is idempotent, the case $k$ gives
$$0=D(f(P))^{2^k}=D^{2^{k+1}}(4D-3)^{2^k}.$$
Cancelling the invertible factor leaves $D^{2^{k+1}}=0$.

```lean
/-- If `3` is invertible and `P² - P` is nilpotent, the `k`-th iterate is idempotent
exactly when `(P² - P)^(2^k) = 0`. -/
theorem idempotent_iterate_iff (h3 : IsUnit (3 : R)) (k : ℕ) (P : R)
    (hP : IsNilpotent (defect P)) :
    IsIdempotentElem (mcweeny^[k] P) ↔ defect P ^ (2 ^ k) = 0 := by
  refine ⟨fun h => ?_, fun h => (exact_purification k P h).1⟩
  induction k generalizing P with
  | zero =>
    have h' : P * P = P := h
    simp [defect, pow_two, h']
  | succ k ih =>
    obtain ⟨n, hn⟩ := hP
    have hnil : IsNilpotent (defect (mcweeny P)) :=
      ⟨n, by rw [defect_mcweeny_pow, two_mul, pow_add, hn, zero_mul, zero_mul]⟩
    have h1 := ih (mcweeny P) hnil h
    -- the factor `4D - 3` is a unit plus a commuting nilpotent
    have hc4 : Commute (4 : R) (defect P) := by
      show 4 * defect P = defect P * 4
      noncomm_ring
    have h4 : IsNilpotent (4 * defect P) := ⟨n, by rw [hc4.mul_pow, hn, mul_zero]⟩
    have hc : Commute (4 * defect P) (-3) := by
      show 4 * defect P * -3 = -3 * (4 * defect P)
      noncomm_ring
    have hu : IsUnit (4 * defect P - 3) := by
      rw [sub_eq_add_neg]
      exact h4.isUnit_add_right_of_commute h3.neg hc
    rw [defect_mcweeny_pow, (hu.pow _).mul_left_eq_zero] at h1
    rwa [pow_succ']
```

## The end point is determined by $P$

Assume again $D^{2^k}=0$, and let $F$ be idempotent, commute with $P$, and have $F-P$ nilpotent. Then $F=E$. First, $F$ commutes with $E=D\,q(P)+P$ (`hFE`). Next, $(E-P)^{2^k}=D^{2^k}q(P)^{2^k}=0$ (`hEn`), so $x=E-F=(E-P)-(F-P)$ is a difference of commuting nilpotents and is nilpotent by the binomial expansion (`hx`). For commuting idempotents
$$x^2=E+F-2EF,\qquad x^3=(E-F)(E+F-2EF)=E-F=x,$$
using $E\cdot EF=F\cdot EF=EF$. So $x(1-x^2)=0$ (`hz`). As $x^2$ is nilpotent, $1-x^2$ is invertible, and $x=0$. Invertibility of $3$ is not needed.

```lean
/-- If `(P² - P)^(2^k) = 0`, any idempotent `F` that commutes with `P` and has `F - P`
nilpotent equals the `k`-th iterate. -/
theorem purified_unique (k : ℕ) (P F : R) (h : defect P ^ (2 ^ k) = 0)
    (hF : IsIdempotentElem F) (hc : Commute F P) (hn : IsNilpotent (F - P)) :
    mcweeny^[k] P = F := by
  obtain ⟨hE, hPE, ⟨q, hq⟩, -⟩ := exact_purification k P h
  generalize mcweeny^[k] P = E at hE hPE hq
  have hD : ∀ G : R, Commute G P → Commute G (defect P) :=
    fun G hG => (hG.pow_right 2).sub_right hG
  have hFE : Commute F E := by
    rw [sub_eq_iff_eq_add.mp hq]
    exact ((hD F hc).mul_right (commute_aeval hc q)).add_right hc
  have hDq : Commute (defect P) (aeval P q) := commute_aeval (hD P (Commute.refl P)).symm q
  have hEn : IsNilpotent (E - P) := ⟨2 ^ k, by rw [hq, hDq.mul_pow, h, zero_mul]⟩
  have hcc : Commute (E - P) (F - P) :=
    (hFE.symm.sub_right hPE.symm).sub_left (hc.symm.sub_right (Commute.refl P))
  have hx : IsNilpotent (E - F) := by
    have := hcc.isNilpotent_sub hEn hn
    rwa [sub_sub_sub_cancel_right] at this
  -- for commuting idempotents `x = E - F` obeys `x³ = x`
  have e1 : E * E = E := hE
  have e2 : F * F = F := hF
  have e3 : F * E = E * F := hFE
  have hsq : (E - F) ^ 2 = E + F - E * F - E * F := by
    rw [pow_two, sub_mul, mul_sub, mul_sub, e1, e2, e3]
    abel
  have a1 : E * (E * F) = E * F := by rw [← mul_assoc, e1]
  have a2 : F * (E * F) = E * F := by rw [← mul_assoc, e3, mul_assoc, e2]
  have hz : (E - F) * (1 - (E - F) ^ 2) = 0 := by
    rw [hsq]
    simp only [sub_mul, mul_sub, mul_add, mul_one, e1, e2, e3, a1, a2]
    abel
  have hx2 : IsNilpotent ((E - F) ^ 2) := by
    obtain ⟨n, hn⟩ := hx
    exact ⟨n, by rw [← pow_mul, two_mul, pow_add, hn, zero_mul]⟩
  rw [hx2.isUnit_one_sub.mul_left_eq_zero] at hz
  exact sub_eq_zero.mp hz
```

## An idempotent reached without nilpotency

The sharpness statement can fail when the error is not nilpotent. For the rational number $P=-\tfrac12$,
$$f(P)=\tfrac34+\tfrac14=1,\qquad D=\tfrac14+\tfrac12=\tfrac34 .$$
One step gives an idempotent, yet $D$ is a non-zero rational and none of its powers vanishes. Here $4D-3=0$, so the factor cancelled above is the one that kills the error. The value $-\tfrac12$ lies outside the physical occupation range $[0,1]$.

```lean
/-- For the number `P = -1/2` one step gives an idempotent although `P² - P` is not
nilpotent. -/
theorem idempotent_without_nilpotent :
    IsIdempotentElem (mcweeny (-1 / 2 : ℚ)) ∧ ¬ IsNilpotent (defect (-1 / 2 : ℚ)) := by
  constructor
  · unfold IsIdempotentElem mcweeny
    norm_num
  · intro h
    have h0 := h.eq_zero
    unfold defect at h0
    norm_num at h0
```

## A Jordan block with $D^2\neq0$ and $D^4=0$

Let $N$ now be the $3\times3$ matrix with ones just above the diagonal, $N^3=0$, and let $P=(1+N)\oplus0$: a Jordan block with eigenvalue one and an empty level. This $P$ is not Hermitian, so it is an algebraic example and not an admissible density matrix. Rows and columns are numbered from $0$ to $3$.

```lean
/-- A `4 × 4` matrix made of a `3 × 3` Jordan block with eigenvalue one and a `1 × 1` zero block. -/
def jordanTrial : Matrix (Fin 4) (Fin 4) ℚ :=
  !![1, 1, 0, 0; 0, 1, 1, 0; 0, 0, 1, 0; 0, 0, 0, 0]
```

The empty level stays at zero throughout. On the block,
$$D=N+N^2,\qquad D^2=N^2\neq0,\qquad D^4=0,$$
$$f(P)=3(1+2N+N^2)-2(1+3N+3N^2)=1-3N^2 .$$
The remaining error $-3N^2$ squares to zero, so the second step acts as in the opening example and gives $\mathrm{diag}(1,1,1,0)$. The theorem states $D^4=0$, $D^2\neq0$ and this value of $f^2(P)$, so the hypothesis of `exact_purification` holds at $k=2$ and fails at $k=1$. The matrices `hD`, `hD2` and `h1` are $D$, $D^2$ and $f(P)$, each compared entry by entry; $D^2\ne0$ is read from the entry in row $0$, column $2$, where $f(P)$ has its $-3$.

```lean
/-- For `jordanTrial` the fourth power of the error vanishes, its square does not, and the
second iterate is `diag(1, 1, 1, 0)`. -/
theorem exact_purification_witness :
    defect jordanTrial ^ (2 ^ 2) = 0 ∧ defect jordanTrial ^ (2 ^ 1) ≠ 0 ∧
      mcweeny^[2] jordanTrial = !![1, 0, 0, 0; 0, 1, 0, 0; 0, 0, 1, 0; 0, 0, 0, 0] := by
  have hs : ∀ Y : Matrix (Fin 4) (Fin 4) ℚ,
      mcweeny Y = Y * Y + Y * Y + Y * Y - Y * Y * Y - Y * Y * Y := by
    intro Y
    unfold mcweeny
    noncomm_ring
  have hD : defect jordanTrial = !![0, 1, 1, 0; 0, 0, 1, 0; 0, 0, 0, 0; 0, 0, 0, 0] := by
    rw [defect, pow_two]
    ext i j
    fin_cases i <;> fin_cases j <;> simp [jordanTrial] <;> norm_num
  have hD2 : defect jordanTrial ^ 2
      = !![0, 0, 1, 0; 0, 0, 0, 0; 0, 0, 0, 0; 0, 0, 0, 0] := by
    rw [hD, pow_two]
    ext i j
    fin_cases i <;> fin_cases j <;> simp [Matrix.mul_apply, Fin.sum_univ_four]
  have h1 : mcweeny jordanTrial = !![1, 0, -3, 0; 0, 1, 0, 0; 0, 0, 1, 0; 0, 0, 0, 0] := by
    rw [hs]
    ext i j
    fin_cases i <;> fin_cases j <;> simp [jordanTrial] <;> norm_num
  refine ⟨?_, ?_, ?_⟩
  · rw [show (2 : ℕ) ^ 2 = 2 * 2 by norm_num, pow_mul, hD2, pow_two]
    ext i j
    fin_cases i <;> fin_cases j <;> simp [Matrix.mul_apply, Fin.sum_univ_four]
  · rw [pow_one, hD2]
    intro h
    have := congrFun (congrFun h 0) 2
    simp at this
  · show mcweeny (mcweeny jordanTrial) = _
    rw [h1, hs]
    ext i j
    fin_cases i <;> fin_cases j <;>
      simp <;> norm_num

end NilpotentPurification
```

```lean
#print axioms NilpotentPurification.exact_purification
-- 'NilpotentPurification.exact_purification' depends on axioms: [propext, Classical.choice, Quot.sound]
#print axioms NilpotentPurification.idempotent_iterate_iff
-- 'NilpotentPurification.idempotent_iterate_iff' depends on axioms: [propext, Classical.choice, Quot.sound]
#print axioms NilpotentPurification.purified_unique
-- 'NilpotentPurification.purified_unique' depends on axioms: [propext, Classical.choice, Quot.sound]
#print axioms NilpotentPurification.idempotent_without_nilpotent
-- 'NilpotentPurification.idempotent_without_nilpotent' depends on axioms: [propext, Classical.choice, Quot.sound]
```
